# Weyl's inequality for singular values, and the spectral-norm bound on their shifts

Take two Slater determinants with the same number of electrons, each built from its own set of orthonormal spin-orbitals. An orbital of one determinant may overlap with several orbitals of the other. One way to evaluate matrix elements between them starts from the overlap matrix $M$ of their occupied spin-orbitals. The orbitals within each determinant can be rotated so that each one overlaps with at most one partner in the other determinant, and the singular values of $M$ are the absolute values of these paired overlaps. The number of vanishing overlaps selects the formula for the matrix element, and in practice it is estimated by counting the singular values below a threshold. The entries of $M$ can carry errors, for instance from incompletely converged orbitals. The count is unaffected if these errors cannot carry a singular value across the threshold.

For finite matrices, the shift of every singular value is bounded by the spectral norm of the error matrix. This follows from an inequality for the singular values of a sum, proved here for rectangular matrices over the real or complex numbers.

## Singular values from the Gram operator

Let $A$ be an $m\times n$ matrix over $\mathbb{K}$, where $\mathbb{K}$ is $\mathbb{R}$ or $\mathbb{C}$. In Lean the field is `𝕜`, and the assumption `RCLike 𝕜` covers both cases.

```lean
import Mathlib

open Matrix
open scoped InnerProductSpace

namespace SingularValuePerturbation

noncomputable section

variable {𝕜 : Type*} [RCLike 𝕜] {m n : ℕ}
```

The matrix acts as a linear map from $\mathbb{K}^n$ to $\mathbb{K}^m$, both with the Euclidean norm; `toEuclideanLin A` is this map. Its Gram operator is $A^\dagger A$, which acts on $\mathbb{K}^n$.

```lean
/-- The Gram operator `A†A` of a rectangular matrix `A`. -/
def gram (A : Matrix (Fin m) (Fin n) 𝕜) :
    EuclideanSpace 𝕜 (Fin n) →ₗ[𝕜] EuclideanSpace 𝕜 (Fin n) :=
  LinearMap.adjoint (toEuclideanLin A) ∘ₗ toEuclideanLin A
```

The Gram operator is self-adjoint, since moving each factor across the inner product gives
$$\langle A^\dagger A x, y\rangle=\langle Ax,Ay\rangle=\langle x,A^\dagger A y\rangle .$$

```lean
/-- The Gram operator is self-adjoint. -/
theorem gram_symmetric (A : Matrix (Fin m) (Fin n) 𝕜) : (gram A).IsSymmetric := by
  intro x y
  simp only [gram, LinearMap.comp_apply, LinearMap.adjoint_inner_left,
    LinearMap.adjoint_inner_right]
```

It therefore has $n$ real eigenvalues $\lambda_k$, counted with multiplicity, and an orthonormal basis of eigenvectors.

```lean
/-- The eigenvalues of the Gram operator. -/
def gramEigenvalue (A : Matrix (Fin m) (Fin n) 𝕜) : Fin n → ℝ :=
  (gram_symmetric A).eigenvalues finrank_euclideanSpace_fin
```

A permutation $\pi$ puts the eigenvalues in nonincreasing order. The code obtains it by sorting $-\lambda_k$ upwards.

```lean
/-- The permutation that lists the Gram eigenvalues in nonincreasing order. -/
def order (A : Matrix (Fin m) (Fin n) 𝕜) : Equiv.Perm (Fin n) :=
  Tuple.sort (fun k => -gramEigenvalue A k)
```

The singular values are $\sigma_i(A)=\sqrt{\lambda_{\pi(i)}}$ with $i=0,\dots,n-1$. Numbering starts at zero, so $\sigma_0$ is the largest. There is one value per column; when $m<n$ the list includes zeros that a library routine returning only $\min(m,n)$ values leaves out.

```lean
/-- The singular values of `A`: square roots of the ordered eigenvalues of `A†A`,
numbered from zero. -/
def singularValue (A : Matrix (Fin m) (Fin n) 𝕜) (i : Fin n) : ℝ :=
  √(gramEigenvalue A (order A i))
```

The right singular vectors $v_i(A)$ are the eigenvectors taken in the same order.

```lean
/-- The right singular vectors of `A`, in the order of the singular values. -/
def rightVector (A : Matrix (Fin m) (Fin n) 𝕜) :
    OrthonormalBasis (Fin n) 𝕜 (EuclideanSpace 𝕜 (Fin n)) :=
  ((gram_symmetric A).eigenvectorBasis finrank_euclideanSpace_fin).reindex (order A).symm
```

The spectral norm $\|A\|$ is the operator norm, the smallest $c\ge 0$ with $\|Ax\|\le c\|x\|$ for all $x$. It is defined independently of the singular values, so its equality with $\sigma_0$ has to be proved.

```lean
/-- The spectral norm: the operator norm of `A` between Euclidean spaces. -/
def opNorm (A : Matrix (Fin m) (Fin n) 𝕜) : ℝ :=
  ‖LinearMap.toContinuousLinearMap (toEuclideanLin A)‖
```

Since the square root is monotone, sorting the eigenvalues also sorts the singular values: $i\le j$ implies $\sigma_j(A)\le\sigma_i(A)$.

```lean
/-- The singular values are listed in nonincreasing order. -/
theorem singularValue_antitone (A : Matrix (Fin m) (Fin n) 𝕜) :
    Antitone (singularValue A) := by
  intro i j hij
  have h : -gramEigenvalue A (order A i) ≤ -gramEigenvalue A (order A j) :=
    Tuple.monotone_sort (fun k => -gramEigenvalue A k) hij
  exact Real.sqrt_le_sqrt (neg_le_neg_iff.mp h)
```

## How far a matrix stretches a vector

Write $v_i$ for $v_i(A)$ and $\sigma_i$ for $\sigma_i(A)$. Because $v_i$ is a unit eigenvector of $A^\dagger A$,
$$\lambda_{\pi(i)}=\langle v_i,A^\dagger A v_i\rangle=\|Av_i\|^2\ge 0 .$$
Taking the root gives $\|Av_i\|=\sigma_i$, and hence $A^\dagger A v_i=\sigma_i^2v_i$. In the proof, `e` is the eigenvalue equation and `h1` evaluates the inner product; the identity is then carried from $\mathbb{K}$ back to the real numbers.

```lean
/-- A right singular vector is an eigenvector of `A†A` with eigenvalue `σᵢ²`, and `A`
maps it to a vector of length `σᵢ`. -/
theorem rightVector_spec (A : Matrix (Fin m) (Fin n) 𝕜) (i : Fin n) :
    gram A (rightVector A i) = ((singularValue A i ^ 2 : ℝ) : 𝕜) • rightVector A i ∧
      ‖toEuclideanLin A (rightVector A i)‖ = singularValue A i := by
  have e : gram A (rightVector A i)
      = ((gramEigenvalue A (order A i) : ℝ) : 𝕜) • rightVector A i := by
    rw [rightVector, OrthonormalBasis.reindex_apply, Equiv.symm_symm]
    exact (gram_symmetric A).apply_eigenvectorBasis _ _
  -- the eigenvalue is the squared length of the image, hence nonnegative
  have h1 : ⟪rightVector A i, gram A (rightVector A i)⟫_𝕜
      = ((‖toEuclideanLin A (rightVector A i)‖ : ℝ) : 𝕜) ^ 2 := by
    rw [gram, LinearMap.comp_apply, LinearMap.adjoint_inner_right,
      inner_self_eq_norm_sq_to_K]
  rw [e, inner_smul_right, inner_self_eq_norm_sq_to_K,
    (rightVector A).orthonormal.1 i] at h1
  have h2 : ((gramEigenvalue A (order A i) : ℝ) : 𝕜)
      = ((‖toEuclideanLin A (rightVector A i)‖ ^ 2 : ℝ) : 𝕜) := by
    rw [RCLike.ofReal_pow, ← h1]
    simp
  have h3 := RCLike.ofReal_injective h2
  have h4 : singularValue A i = ‖toEuclideanLin A (rightVector A i)‖ := by
    rw [singularValue, h3, Real.sqrt_sq (norm_nonneg _)]
  exact ⟨by rw [e, h4, h3], h4.symm⟩
```

Any $x$ can be expanded in the orthonormal basis $v_k$, so $\|x\|^2=\sum_k|\langle v_k,x\rangle|^2$. Inserting the same basis into $\|Ax\|^2$ gives
$$\|Ax\|^2=\langle x,A^\dagger A x\rangle=\sum_k\langle x,v_k\rangle\langle v_k,A^\dagger A x\rangle=\sum_k\sigma_k^2\,|\langle v_k,x\rangle|^2 .$$
The last step lets the self-adjoint operator act on $v_k$. The code treats the sum term by term in the same way.

```lean
/-- In the basis of right singular vectors, `‖x‖²` is the sum of the squared components
and `‖Ax‖²` is the same sum weighted by `σₖ²`. -/
theorem norm_sq_expansion (A : Matrix (Fin m) (Fin n) 𝕜) (x : EuclideanSpace 𝕜 (Fin n)) :
    ‖x‖ ^ 2 = ∑ k, ‖⟪rightVector A k, x⟫_𝕜‖ ^ 2 ∧
      ‖toEuclideanLin A x‖ ^ 2
        = ∑ k, singularValue A k ^ 2 * ‖⟪rightVector A k, x⟫_𝕜‖ ^ 2 := by
  constructor
  · rw [← (rightVector A).repr.norm_map x, EuclideanSpace.norm_sq_eq]
    simp only [OrthonormalBasis.repr_apply_apply]
  · have h1 : ⟪x, gram A x⟫_𝕜 = ((‖toEuclideanLin A x‖ : ℝ) : 𝕜) ^ 2 := by
      rw [gram, LinearMap.comp_apply, LinearMap.adjoint_inner_right,
        inner_self_eq_norm_sq_to_K]
    have key : ((‖toEuclideanLin A x‖ ^ 2 : ℝ) : 𝕜) =
        ((∑ k, singularValue A k ^ 2 * ‖⟪rightVector A k, x⟫_𝕜‖ ^ 2 : ℝ) : 𝕜) := by
      rw [RCLike.ofReal_pow, ← h1, ← (rightVector A).sum_inner_mul_inner x (gram A x)]
      push_cast
      refine Finset.sum_congr rfl fun k _ => ?_
      rw [← gram_symmetric A (rightVector A k) x, (rightVector_spec A k).1,
        inner_smul_left, RCLike.conj_ofReal, ← inner_conj_symm x (rightVector A k),
        RCLike.ofReal_pow]
      linear_combination ((singularValue A k : ℝ) : 𝕜) ^ 2 *
        RCLike.conj_mul (⟪rightVector A k, x⟫_𝕜)
    exact RCLike.ofReal_injective key
```

Two bounds follow. If $\langle v_k,x\rangle=0$ for all $k<i$, only terms with $\sigma_k\le\sigma_i$ remain, and
$$\|Ax\|^2=\sum_{k\ge i}\sigma_k^2|\langle v_k,x\rangle|^2\le\sigma_i^2\|x\|^2 .$$
If instead $\langle v_k,x\rangle=0$ for all $k>i$, only terms with $\sigma_k\ge\sigma_i$ remain, and $\|Ax\|^2\ge\sigma_i^2\|x\|^2$. Both sides are squares of nonnegative numbers, so the squares can be removed. The proof splits each sum at $i$: terms on one side vanish by hypothesis, and the others are compared through the ordering.

```lean
/-- A vector without components before the `i`-th right singular vector is stretched by at
most `σᵢ`; one without components after it is stretched by at least `σᵢ`. -/
theorem stretch_bounds (A : Matrix (Fin m) (Fin n) 𝕜) (i : Fin n)
    (x : EuclideanSpace 𝕜 (Fin n)) :
    ((∀ k < i, ⟪rightVector A k, x⟫_𝕜 = 0) →
      ‖toEuclideanLin A x‖ ≤ singularValue A i * ‖x‖) ∧
    ((∀ k, i < k → ⟪rightVector A k, x⟫_𝕜 = 0) →
      singularValue A i * ‖x‖ ≤ ‖toEuclideanLin A x‖) := by
  have pos : ∀ k, 0 ≤ singularValue A k := fun k => Real.sqrt_nonneg _
  have hi := mul_nonneg (pos i) (norm_nonneg x)
  obtain ⟨hx, hAx⟩ := norm_sq_expansion A x
  constructor <;> intro h
  · refine (sq_le_sq₀ (norm_nonneg _) hi).mp ?_
    rw [mul_pow, hAx, hx, Finset.mul_sum]
    refine Finset.sum_le_sum fun k _ => ?_
    rcases lt_or_ge k i with hk | hk
    · simp [h k hk]
    · exact mul_le_mul_of_nonneg_right
        (pow_le_pow_left₀ (pos k) (singularValue_antitone A hk) 2) (sq_nonneg _)
  · refine (sq_le_sq₀ hi (norm_nonneg _)).mp ?_
    rw [mul_pow, hAx, hx, Finset.mul_sum]
    refine Finset.sum_le_sum fun k _ => ?_
    rcases lt_or_ge i k with hk | hk
    · simp [h k hk]
    · exact mul_le_mul_of_nonneg_right
        (pow_le_pow_left₀ (pos i) (singularValue_antitone A hk) 2) (sq_nonneg _)
```

## A test vector shared by three matrices

Given $p<n$ vectors $w_k$ in $\mathbb{K}^n$, some nonzero $x$ is orthogonal to all of them. The map $x\mapsto(\langle w_k,x\rangle)_k$ is linear from an $n$-dimensional space to a $p$-dimensional one, so it cannot be injective. The $w_k$ need not be independent, which matters because they will come from three unrelated bases. The Lean proof argues by contradiction: if no such $x$ existed, the map `L` would be injective and $n\le p$ would follow.

```lean
/-- Fewer than `n` vectors in an `n`-dimensional space leave a nonzero vector orthogonal
to all of them. -/
theorem exists_orthogonal {ι : Type*} [Fintype ι] (w : ι → EuclideanSpace 𝕜 (Fin n))
    (h : Fintype.card ι < n) : ∃ x, x ≠ 0 ∧ ∀ k, ⟪w k, x⟫_𝕜 = 0 := by
  by_contra hcon
  let L : EuclideanSpace 𝕜 (Fin n) →ₗ[𝕜] (ι → 𝕜) :=
    { toFun := fun x k => ⟪w k, x⟫_𝕜
      map_add' := fun x y => funext fun k => inner_add_right _ _ _
      map_smul' := fun c x => funext fun k => inner_smul_right _ _ _ }
  have inj : Function.Injective L := by
    rw [injective_iff_map_eq_zero]
    intro x hx
    by_contra h0
    exact hcon ⟨x, h0, fun k => congrFun hx k⟩
  have hd := LinearMap.finrank_le_finrank_of_injective inj
  rw [finrank_euclideanSpace_fin, Module.finrank_fintype_fun_eq_card] at hd
  omega
```

Now let $A$ and $B$ both be $m\times n$, and let $i+j<n$. The claim is
$$\sigma_{i+j}(A+B)\le\sigma_i(A)+\sigma_j(B).$$
With numbering from one, this is the familiar $\sigma_{i+j-1}(A+B)\le\sigma_i(A)+\sigma_j(B)$ for $i+j-1\le n$. No relation between $A$ and $B$ is assumed; they need not share singular vectors.

Require $x$ to be orthogonal to

- $v_k(A)$ for $k<i$, which is $i$ conditions;
- $v_k(B)$ for $k<j$, which is $j$ conditions;
- $v_k(A+B)$ for $k>i+j$, which is $n-1-(i+j)$ conditions.

The total is $n-1$, so a nonzero $x$ exists. The lower stretch bound for $A+B$, the triangle inequality and the upper bounds for $A$ and $B$ give
$$\sigma_{i+j}(A+B)\|x\|\le\|(A+B)x\|\le\|Ax\|+\|Bx\|\le\bigl(\sigma_i(A)+\sigma_j(B)\bigr)\|x\| .$$
Dividing by $\|x\|>0$ proves the claim.

In the statement, `⟨i + j, h⟩` is the index $i+j$ together with the proof that it is below $n$. The three families of conditions are joined by `Sum.elim`, and `omega` does the counting. The facts `hA`, `hB` and `hC` are the three stretch bounds, with a shift of index in `hC` because the third family starts at $i+j+1$.

```lean
/-- Weyl's inequality for singular values, numbered from zero:
`σᵢ₊ⱼ(A + B) ≤ σᵢ(A) + σⱼ(B)`. -/
theorem weyl_inequality (A B : Matrix (Fin m) (Fin n) 𝕜) (i j : ℕ) (h : i + j < n) :
    singularValue (A + B) ⟨i + j, h⟩
      ≤ singularValue A ⟨i, by omega⟩ + singularValue B ⟨j, by omega⟩ := by
  -- `i + j + (n - 1 - (i + j)) = n - 1` conditions leave a common test vector
  obtain ⟨x, hx, hw⟩ := exists_orthogonal (𝕜 := 𝕜) (n := n)
    (ι := Fin i ⊕ Fin j ⊕ Fin (n - 1 - (i + j)))
    (Sum.elim (fun k => rightVector A ⟨k.val, by have := k.isLt; omega⟩)
      (Sum.elim (fun k => rightVector B ⟨k.val, by have := k.isLt; omega⟩)
        (fun k => rightVector (A + B) ⟨i + j + 1 + k.val, by have := k.isLt; omega⟩)))
    (by simp only [Fintype.card_sum, Fintype.card_fin]; omega)
  have hA := (stretch_bounds A ⟨i, by omega⟩ x).1 fun k hk => hw (Sum.inl ⟨k.val, hk⟩)
  have hB := (stretch_bounds B ⟨j, by omega⟩ x).1
    fun k hk => hw (Sum.inr (Sum.inl ⟨k.val, hk⟩))
  have hC := (stretch_bounds (A + B) ⟨i + j, h⟩ x).2 (by
    intro k hk
    have hk' : i + j < k.val := hk
    have hkn := k.isLt
    have e : (⟨i + j + 1 + (k.val - (i + j + 1)), by omega⟩ : Fin n) = k :=
      Fin.ext (show i + j + 1 + (k.val - (i + j + 1)) = k.val by omega)
    have h3 := hw (Sum.inr (Sum.inr ⟨k.val - (i + j + 1), by omega⟩))
    simp only [Sum.elim_inr] at h3
    rwa [e] at h3)
  -- triangle inequality on the test vector
  rw [map_add, LinearMap.add_apply] at hC
  have ht := norm_add_le (toEuclideanLin A x) (toEuclideanLin B x)
  refine le_of_mul_le_mul_right ?_ (norm_pos_iff.mpr hx)
  rw [add_mul]
  linarith
```

## From the sum to a perturbation

For $n\ge1$ the largest singular value is the spectral norm. On one side, $\sigma_0(A)=\|Av_0\|\le\|A\|$, since $v_0$ has unit length. On the other, the upper stretch bound at $i=0$ has no orthogonality conditions, so $\|Ax\|\le\sigma_0(A)\|x\|$ for every $x$, and $\|A\|\le\sigma_0(A)$.

```lean
/-- The largest singular value is the spectral norm. -/
theorem singularValue_zero_eq_opNorm (A : Matrix (Fin m) (Fin n) 𝕜) (h : 0 < n) :
    singularValue A ⟨0, h⟩ = opNorm A := by
  apply le_antisymm
  · have h1 := (LinearMap.toContinuousLinearMap (toEuclideanLin A)).le_opNorm
      (rightVector A ⟨0, h⟩)
    rw [(rightVector A).orthonormal.1, mul_one] at h1
    rw [← (rightVector_spec A ⟨0, h⟩).2]
    exact h1
  · exact ContinuousLinearMap.opNorm_le_bound _ (Real.sqrt_nonneg _) fun x =>
      (stretch_bounds A ⟨0, h⟩ x).1 fun k hk => absurd hk (Nat.not_lt_zero k.val)
```

Let $E$ be a perturbation of $A$. Weyl's inequality with $j=0$ gives
$$\sigma_i(A+E)\le\sigma_i(A)+\|E\| .$$
Applied to $A=(A+E)+(-E)$, it gives
$$\sigma_i(A)\le\sigma_i(A+E)+\|-E\|=\sigma_i(A+E)+\|E\| .$$
Together these are $|\sigma_i(A+E)-\sigma_i(A)|\le\|E\|$ for every $i$. They appear below as `h1` and `h2`. The perturbation need not be small, and the gaps between singular values play no role.

```lean
/-- Each singular value moves by at most the spectral norm of the perturbation `E`. -/
theorem singularValue_perturbation (A E : Matrix (Fin m) (Fin n) 𝕜) (i : Fin n) :
    |singularValue (A + E) i - singularValue A i| ≤ opNorm E := by
  have hn : 0 < n := lt_of_le_of_lt (Nat.zero_le _) i.isLt
  have h1 : singularValue (A + E) i ≤ singularValue A i + singularValue E ⟨0, hn⟩ :=
    weyl_inequality A E i.val 0 i.isLt
  -- undo the perturbation by adding `-E`
  have h2 : singularValue (A + E + -E) i
      ≤ singularValue (A + E) i + singularValue (-E) ⟨0, hn⟩ :=
    weyl_inequality (A + E) (-E) i.val 0 i.isLt
  have hneg : opNorm (-E) = opNorm E := by
    simp only [opNorm, map_neg, norm_neg]
  rw [singularValue_zero_eq_opNorm] at h1
  rw [add_neg_cancel_right, singularValue_zero_eq_opNorm, hneg] at h2
  rw [abs_le]
  constructor <;> linarith
```

Weyl's inequality can hold with equality. For real $c\ge0$, the matrix $c\mathbf 1$ multiplies every length by $c$, so all its singular values equal $c$. With $A=s\mathbf 1$, $B=t\mathbf 1$ and $s,t\ge0$, both sides are $s+t$. The auxiliary statement `key` computes the singular values of $c\mathbf 1$ from $\|c\,v_k\|=c$.

```lean
/-- Weyl's inequality is an equality for nonnegative multiples of the identity. -/
theorem weyl_equality_scalar (s t : ℝ) (hs : 0 ≤ s) (ht : 0 ≤ t) (i j : ℕ)
    (h : i + j < n) :
    singularValue ((s : 𝕜) • (1 : Matrix (Fin n) (Fin n) 𝕜) + (t : 𝕜) • 1) ⟨i + j, h⟩
      = singularValue ((s : 𝕜) • (1 : Matrix (Fin n) (Fin n) 𝕜)) ⟨i, by omega⟩
        + singularValue ((t : 𝕜) • (1 : Matrix (Fin n) (Fin n) 𝕜)) ⟨j, by omega⟩ := by
  have key : ∀ c : ℝ, 0 ≤ c → ∀ k : Fin n,
      singularValue ((c : 𝕜) • (1 : Matrix (Fin n) (Fin n) 𝕜)) k = c := by
    intro c hc k
    have hone : ∀ x : EuclideanSpace 𝕜 (Fin n),
        toEuclideanLin (1 : Matrix (Fin n) (Fin n) 𝕜) x = x := by
      intro x
      ext l
      simp
    rw [← (rightVector_spec _ k).2, map_smul, LinearMap.smul_apply, hone, norm_smul,
      (rightVector _).orthonormal.1, mul_one, RCLike.norm_ofReal, abs_of_nonneg hc]
  rw [← add_smul, ← RCLike.ofReal_add, key _ (add_nonneg hs ht), key s hs, key t ht]

end

end SingularValuePerturbation
```

```lean
#print axioms SingularValuePerturbation.singularValue_zero_eq_opNorm
#print axioms SingularValuePerturbation.singularValue_perturbation
#print axioms SingularValuePerturbation.weyl_equality_scalar
```

```
'SingularValuePerturbation.singularValue_zero_eq_opNorm' depends on axioms: [propext, Classical.choice, Quot.sound]
'SingularValuePerturbation.singularValue_perturbation' depends on axioms: [propext, Classical.choice, Quot.sound]
'SingularValuePerturbation.weyl_equality_scalar' depends on axioms: [propext, Classical.choice, Quot.sound]
```

## Counting vanishing overlaps with an error bar

In a Python code the count takes two lines, with `M` the computed overlap matrix and `tau` the threshold:

```python
s = np.linalg.svd(M, compute_uv=False)
n_zero = np.count_nonzero(s < tau)
```

Suppose the computed matrix differs from the exact one by $E$ with $\|E\|\le\varepsilon$. Each exact singular value then lies within $\varepsilon$ of the corresponding singular value of `M`. If none of the latter falls in $[\tau-\varepsilon,\tau+\varepsilon]$, the exact matrix has the same number of singular values below $\tau$. For $\varepsilon>0$ the bound alone cannot show that any of them is exactly zero. When every entry of an $n\times n$ matrix is accurate to $\delta$, one may take $\varepsilon=n\delta$, because the Frobenius norm bounds the spectral norm from above. Rounding inside the SVD routine adds a further error, for which $\varepsilon$ needs some allowance.

The bound is absolute. A singular value of $10^{-12}$ has no reliable digits if all that is known of the error is $\|E\|\le10^{-10}$. Nor does the bound control the singular vectors, which can rotate strongly under a small perturbation when singular values nearly coincide.
